# At fixed heights and total charge, a stack of two or more charged sheets has least energy with half the charge on each outermost sheet

Parallel, infinite, uniformly charged sheets $0,\dots,N$ sit in vacuum at heights $z_0<\dots<z_N$ and carry real charges per area $s_0,\dots,s_N$ of either sign. There are no periodic images, no neutralising background and no dielectric response. In Lean, `z` and `s` are functions `ℕ → ℝ`, of which only the values up to index `N` matter. The hypothesis `hz` says that the heights strictly increase.

The charge on sheets $0$ to $k$ is $C_k=\sum_{i=0}^{k}s_i$, written `charge s k`. The total is $Q=C_N$.

```lean
import Mathlib

open Real

namespace ChargedSheets

noncomputable section

/-- The total charge per area on the sheets `0, …, k`. -/
def charge (s : ℕ → ℝ) (k : ℕ) : ℝ := ∑ i ∈ Finset.range (k + 1), s i
```

In Gaussian units a sheet of unit charge per area has potential $-2\pi|z|$ at distance $|z|$, with its zero on the sheet itself. This choice fixes the zero of energy when $Q\neq0$. Counting each pair once gives the energy per area

$$E=-\pi\sum_{i,j=0}^{N}s_is_j|z_i-z_j|.$$

```lean
/-- The electrostatic energy per area (Gaussian units) of the sheets `0, …, N` at heights `z i`
with charges `s i`, from the pair potential `-2π |z|` of a charged plane. -/
def energy (z s : ℕ → ℝ) (N : ℕ) : ℝ :=
  -π * ∑ i ∈ Finset.range (N + 1), ∑ j ∈ Finset.range (N + 1), s i * s j * |z i - z j|
```

Each sheet contributes a field $2\pi s_i$ pointing away from it on both sides. With upward counted as positive, the field between sheets $k$ and $k+1$ is $F_k=2\pi\,[C_k-(Q-C_k)]$. The width of that gap is $d_k=z_{k+1}-z_k$.

```lean
/-- For sheets `0, …, N` in increasing order of height and `k < N`, the electric field between
sheets `k` and `k + 1`, counted as positive upwards: `2π` times the charge below the gap minus the
charge above it. -/
def gapField (s : ℕ → ℝ) (N k : ℕ) : ℝ :=
  2 * π * (charge s k - (charge s N - charge s k))
```

## (a) Adding one sheet

Show that $C_{k+1}=C_k+s_{k+1}$.

**Solution.** Split the last term off the sum that defines $C_{k+1}$.

```lean
variable {z s : ℕ → ℝ} {N : ℕ} {Q : ℝ}

/-- Adding a sheet adds its charge to the total. -/
theorem charge_succ (s : ℕ → ℝ) (k : ℕ) : charge s (k + 1) = charge s k + s (k + 1) :=
  Finset.sum_range_succ _ _
```

## (b) The first moment as a sum over gaps

Show, for heights in any order (so that $d_k=z_{k+1}-z_k$ may be negative), that

$$\sum_{i=0}^{N}s_i(z_N-z_i)=\sum_{k=0}^{N-1}d_kC_k.$$

**Solution.** Use induction on $N$. For $N=0$ both sides vanish. With a new sheet $N+1$, the term $i=N+1$ on the left is zero, and $z_{N+1}-z_i=d_N+(z_N-z_i)$ for the others. The left side therefore grows by $d_N\sum_{i\le N}s_i=d_NC_N$, which is the new term on the right. The Lean proof makes the same split and compares the sums term by term.

```lean
/-- The first moment of the charge, with distances measured downwards from sheet `N`, is the sum
over `k < N` of the height difference `z (k + 1) - z k` times the charge on the sheets `0, …, k`.
The heights may be in any order. -/
theorem first_moment (z s : ℕ → ℝ) (N : ℕ) :
    ∑ i ∈ Finset.range (N + 1), s i * (z N - z i)
      = ∑ k ∈ Finset.range N, (z (k + 1) - z k) * charge s k := by
  induction N with
  | zero => simp
  | succ N ih =>
    rw [Finset.sum_range_succ,
      Finset.sum_range_succ (fun k => (z (k + 1) - z k) * charge s k) N,
      ← ih, sub_self, mul_zero, add_zero]
    unfold charge
    rw [Finset.mul_sum, ← Finset.sum_add_distrib]
    refine Finset.sum_congr rfl fun i _ => ?_
    ring
```

## (c) The pair sum as a sum over gaps

Show that

$$\sum_{i,j=0}^{N}s_is_j|z_i-z_j|=2\sum_{k=0}^{N-1}d_kC_k(C_N-C_k).$$

**Solution.** Use induction again; for $N=0$ both sides vanish. Sheet $N+1$ lies above all the others, so by (b) it adds to the left side

$$2s_{N+1}\sum_{i=0}^{N}s_i(z_{N+1}-z_i)=2s_{N+1}\sum_{k=0}^{N}d_kC_k.$$

On the right, the charge above each gap becomes $C_{N+1}-C_k=(C_N-C_k)+s_{N+1}$. The second part gives the same increment. The first part gives the old sum, because its extra term $k=N$ contains $C_N-C_N=0$.

In the code, `split` isolates the pairs with the new sheet, `cross` removes their absolute values, `moment` applies (b), and `gaps` treats the right side.

```lean
/-- For sheets in increasing order of height, the pair sum is twice the sum over the gaps of
width times charge below times charge above. -/
theorem pair_sum (hz : ∀ i j, i < j → j ≤ N → z i < z j) :
    ∑ i ∈ Finset.range (N + 1), ∑ j ∈ Finset.range (N + 1), s i * s j * |z i - z j|
      = 2 * ∑ k ∈ Finset.range N,
          (z (k + 1) - z k) * (charge s k * (charge s N - charge s k)) := by
  induction N with
  | zero => simp
  | succ N ih =>
    have ih' := ih fun i j hij hj => hz i j hij (by omega)
    -- separate the pairs that contain the new top sheet
    have split : ∀ (f : ℕ → ℕ → ℝ) (n : ℕ),
        ∑ i ∈ Finset.range (n + 1), ∑ j ∈ Finset.range (n + 1), f i j
          = ∑ i ∈ Finset.range n, ∑ j ∈ Finset.range n, f i j
            + ∑ i ∈ Finset.range n, (f i n + f n i) + f n n := by
      intro f n
      simp only [Finset.sum_range_succ, Finset.sum_add_distrib]
      ring
    have cross : ∑ i ∈ Finset.range (N + 1), (s i * s (N + 1) * |z i - z (N + 1)|
          + s (N + 1) * s i * |z (N + 1) - z i|)
        = 2 * s (N + 1) * ∑ i ∈ Finset.range (N + 1), s i * (z (N + 1) - z i) := by
      rw [Finset.mul_sum]
      refine Finset.sum_congr rfl fun i hi => ?_
      have hlt := hz i (N + 1) (Finset.mem_range.1 hi) le_rfl
      rw [abs_sub_comm (z i), abs_of_pos (sub_pos.2 hlt)]
      ring
    have moment := first_moment z s (N + 1)
    rw [Finset.sum_range_succ, sub_self, mul_zero, add_zero] at moment
    -- the new sheet raises the charge above every gap by the same amount
    have gaps : ∑ k ∈ Finset.range (N + 1),
          (z (k + 1) - z k) * (charge s k * (charge s (N + 1) - charge s k))
        = ∑ k ∈ Finset.range N, (z (k + 1) - z k) * (charge s k * (charge s N - charge s k))
          + s (N + 1) * ∑ k ∈ Finset.range (N + 1), (z (k + 1) - z k) * charge s k := by
      have ext : ∑ k ∈ Finset.range N,
            (z (k + 1) - z k) * (charge s k * (charge s N - charge s k))
          = ∑ k ∈ Finset.range (N + 1),
            (z (k + 1) - z k) * (charge s k * (charge s N - charge s k)) := by
        rw [Finset.sum_range_succ, sub_self, mul_zero, mul_zero, add_zero]
      rw [ext, Finset.mul_sum, ← Finset.sum_add_distrib]
      refine Finset.sum_congr rfl fun k _ => ?_
      rw [charge_succ s N]
      ring
    rw [split (fun i j => s i * s j * |z i - z j|) (N + 1), cross, moment, ih', gaps,
      sub_self, abs_zero]
    ring
```

## (d) The energy and the field in the gaps

Show that

$$E=-\frac{\pi}{2}Q^2(z_N-z_0)+\sum_{k=0}^{N-1}d_k\frac{F_k^2}{8\pi}.$$

**Solution.** By (c), $E=-2\pi\sum_k d_kC_k(Q-C_k)$. Completing the square gives

$$-2\pi C_k(Q-C_k)=2\pi\left(C_k-\frac Q2\right)^2-\frac{\pi}{2}Q^2.$$

Since $F_k=4\pi(C_k-Q/2)$, the square term is $F_k^2/(8\pi)$; this is `square` in the code. Multiply by $d_k$ and sum, using $\sum_kd_k=z_N-z_0$ (`Finset.sum_range_sub`).

In the smallest case with a gap, $N=1$, the identity reads $-2\pi s_0s_1d_0=-\frac{\pi}{2}(s_0+s_1)^2d_0+\frac{\pi}{2}(s_0-s_1)^2d_0$.

```lean
/-- For sheets in increasing order of height, the energy is `-(π/2) Q² (z_N - z_0)`, with `Q` the
total charge, plus the field energy stored in the gaps, whose density is the square of the field
over `8π`. -/
theorem energy_eq_gap_field_energy (hz : ∀ i j, i < j → j ≤ N → z i < z j) :
    energy z s N = -(π / 2) * charge s N ^ 2 * (z N - z 0)
      + ∑ k ∈ Finset.range N, (z (k + 1) - z k) * (gapField s N k ^ 2 / (8 * π)) := by
  have square : ∀ k, gapField s N k ^ 2 / (8 * π)
      = 2 * π * (charge s k - charge s N / 2) ^ 2 := by
    intro k
    rw [div_eq_iff (by positivity)]
    unfold gapField
    ring
  unfold energy
  rw [pair_sum hz, ← Finset.sum_range_sub z N]
  simp only [Finset.mul_sum]
  rw [← Finset.sum_add_distrib]
  refine Finset.sum_congr rfl fun k _ => ?_
  rw [square]
  ring
```

## (e) When every gap is field-free

For $N\ge1$, show that

$$F_k=0\ \text{for all }k<N\iff s_0=s_N=\frac Q2\ \text{and}\ s_i=0\ \text{for }0<i<N.$$

**Solution.** $F_k=0$ means $C_k=Q/2$, which is `half` in the code. If this holds in every gap, then $s_0=C_0=Q/2$, $s_N=Q-C_{N-1}=Q/2$, and $s_i=C_i-C_{i-1}=0$ for the inner sheets. Conversely, $C_0=Q/2$, and neutral inner sheets leave $C_k$ at this value up to $k=N-1$; Lean does this by induction on $k$.

```lean
/-- In a stack of at least two sheets, the field vanishes in every gap exactly when each outermost
sheet carries half of the total charge and all inner sheets are neutral. -/
theorem field_free_iff (hN : 1 ≤ N) :
    (∀ k, k < N → gapField s N k = 0) ↔
      s 0 = charge s N / 2 ∧ s N = charge s N / 2 ∧ ∀ i, 0 < i → i < N → s i = 0 := by
  have half : ∀ k, gapField s N k = 0 ↔ charge s k = charge s N / 2 := by
    intro k
    unfold gapField
    constructor
    · intro h
      have h' := (mul_eq_zero.1 h).resolve_left (by positivity)
      linarith
    · intro h
      rw [h]
      ring
  have first : charge s 0 = s 0 := by simp [charge]
  simp only [half]
  constructor
  · intro h
    refine ⟨first ▸ h 0 hN, ?_, ?_⟩
    · obtain ⟨M, rfl⟩ : ∃ M, N = M + 1 := ⟨N - 1, by omega⟩
      have h1 := h M (by omega)
      have h2 := charge_succ s M
      linarith
    · intro i hi hiN
      obtain ⟨j, rfl⟩ : ∃ j, i = j + 1 := ⟨i - 1, by omega⟩
      have h1 := h j (by omega)
      have h2 := h (j + 1) hiN
      have h3 := charge_succ s j
      linarith
  · rintro ⟨h0, _, hi⟩ k
    induction k with
    | zero => intro _; rw [first, h0]
    | succ k ih =>
      intro hk
      rw [charge_succ, ih (by omega), hi (k + 1) (by omega) hk, add_zero]
```

## (f) The lower bound and its equality case

For $N\ge1$, show that

$$E\ge-\frac{\pi}{2}Q^2(z_N-z_0),$$

with equality exactly for the distribution in (e).

**Solution.** Every term $d_kF_k^2/(8\pi)$ in (d) is non-negative, which gives the bound. Equality makes their sum zero, hence each term zero. As $d_k>0$, every $F_k$ vanishes, and (e) names the charges. Conversely, zero fields remove the sum. `Finset.sum_eq_zero_iff_of_nonneg` supplies the step from the sum to its terms.

A single sheet with $Q\ne0$ has $E=0$, equal to the bound, but carries $Q$ and not $Q/2$, so the equality criterion fails there.

```lean
/-- At least two sheets in increasing order of height with total charge `Q` have energy at least
`-(π/2) Q² (z_N - z_0)`, with equality exactly when each outermost sheet carries `Q/2` and all
inner sheets are neutral. -/
theorem energy_lower_bound (hN : 1 ≤ N) (hz : ∀ i j, i < j → j ≤ N → z i < z j)
    (hQ : charge s N = Q) :
    -(π / 2) * Q ^ 2 * (z N - z 0) ≤ energy z s N ∧
      (energy z s N = -(π / 2) * Q ^ 2 * (z N - z 0) ↔
        s 0 = Q / 2 ∧ s N = Q / 2 ∧ ∀ i, 0 < i → i < N → s i = 0) := by
  subst hQ
  have width : ∀ k, k < N → 0 < z (k + 1) - z k := fun k hk =>
    sub_pos.2 (hz k (k + 1) (Nat.lt_succ_self k) hk)
  have nonneg : ∀ k ∈ Finset.range N,
      0 ≤ (z (k + 1) - z k) * (gapField s N k ^ 2 / (8 * π)) := fun k hk =>
    mul_nonneg (width k (Finset.mem_range.1 hk)).le (by positivity)
  rw [energy_eq_gap_field_energy hz, ← field_free_iff hN]
  refine ⟨by linarith [Finset.sum_nonneg nonneg], ?_, ?_⟩
  · -- no excess energy means no field in any gap
    intro h k hk
    have h0 : ∑ k ∈ Finset.range N,
        (z (k + 1) - z k) * (gapField s N k ^ 2 / (8 * π)) = 0 := by linarith
    have h1 := (Finset.sum_eq_zero_iff_of_nonneg nonneg).1 h0 k (Finset.mem_range.2 hk)
    have h2 := (mul_eq_zero.1 h1).resolve_left (width k hk).ne'
    have h3 := (div_eq_zero_iff.1 h2).resolve_right (by positivity)
    exact (pow_eq_zero_iff two_ne_zero).1 h3
  · intro h
    rw [Finset.sum_eq_zero, add_zero]
    intro k hk
    rw [h k (Finset.mem_range.1 hk)]
    simp
```

## (g) The bound as a minimum

For $N\ge1$, fixed heights and any real $Q$, show that

$$\min_{s:\,C_N=Q}E=-\frac{\pi}{2}Q^2(z_N-z_0).$$

**Solution.** Put $Q/2$ on each outermost sheet and nothing elsewhere. The total is $Q$, and (f) gives equality. It also bounds every other distribution from below. `IsLeast` states these two facts: the value belongs to the set of attainable energies, and no member lies below it. The trial distribution is `t`.

For laterally uniform sheets in vacuum, this minimum gives a reference value for testing the open-boundary electrostatics of a charged-slab code, provided that the code uses the same zero of the sheet potential and that any thickness it gives to the sheets is negligible.

```lean
/-- For at least two sheets at fixed increasing heights, `-(π/2) Q² (z_N - z_0)` is the minimum of
the energy over all distributions of the total charge `Q`. -/
theorem energy_isLeast (hN : 1 ≤ N) (hz : ∀ i j, i < j → j ≤ N → z i < z j) (Q : ℝ) :
    IsLeast {E | ∃ s : ℕ → ℝ, charge s N = Q ∧ energy z s N = E}
      (-(π / 2) * Q ^ 2 * (z N - z 0)) := by
  have hN0 : N ≠ 0 := by omega
  constructor
  · -- put half of the charge on each outermost sheet
    let t : ℕ → ℝ := fun i => (if i = 0 then Q / 2 else 0) + (if i = N then Q / 2 else 0)
    have ht : charge t N = Q := by simp [t, charge, Finset.sum_add_distrib]
    refine ⟨t, ht, (energy_lower_bound hN hz ht).2.2 ⟨?_, ?_, ?_⟩⟩
    · simp [t, hN0.symm]
    · simp [t, hN0]
    · intro i h1 h2
      simp [t, h1.ne', h2.ne]
  · rintro _ ⟨s, hs, rfl⟩
    exact (energy_lower_bound hN hz hs).1
```

## (h) Neutral stacks

For $Q=0$ and any $N\ge0$, show that

$$E\ge0,\qquad E=0\iff s_i=0\ \text{for all }i\le N.$$

**Solution.** If $N=0$, neutrality gives $s_0=0$ and the energy is zero. If $N\ge1$, set $Q=0$ in (f): the bound becomes zero, and equality requires $s_0=s_N=0$ together with neutral inner sheets. The Lean proof makes the same case distinction, then sorts each index into first, last or inner.

```lean
/-- A neutral stack of sheets in increasing order of height has non-negative energy, and the energy
is zero exactly when every sheet is uncharged. -/
theorem neutral_energy (hz : ∀ i j, i < j → j ≤ N → z i < z j) (hQ : charge s N = 0) :
    0 ≤ energy z s N ∧ (energy z s N = 0 ↔ ∀ i, i ≤ N → s i = 0) := by
  rcases Nat.eq_zero_or_pos N with rfl | hN
  · have h0 : s 0 = 0 := by simpa [charge] using hQ
    simp [energy, h0]
  · obtain ⟨hb, he⟩ := energy_lower_bound hN hz hQ
    have e0 : -(π / 2) * (0 : ℝ) ^ 2 * (z N - z 0) = 0 := by ring
    rw [e0] at hb he
    refine ⟨hb, he.trans ⟨?_, ?_⟩⟩
    · rintro ⟨h0, hn, hi⟩ i hiN
      rcases Nat.eq_zero_or_pos i with h | hp
      · rw [h, h0, zero_div]
      · rcases Nat.eq_or_lt_of_le hiN with h | hl
        · rw [h, hn, zero_div]
        · exact hi i hp hl
    · intro h
      exact ⟨by rw [h 0 (Nat.zero_le N), zero_div], by rw [h N le_rfl, zero_div],
        fun i _ hi => h i hi.le⟩

end

end ChargedSheets
```

```lean
#print axioms ChargedSheets.energy_isLeast
#print axioms ChargedSheets.neutral_energy
```

```
'ChargedSheets.energy_isLeast' depends on axioms: [propext, Classical.choice, Quot.sound]
'ChargedSheets.neutral_energy' depends on axioms: [propext, Classical.choice, Quot.sound]
```
